# Three miscible binaries can form an unstable ternary regular solution

Take a ternary mixture with mole fractions $(x_0,x_1,x_2)=(1/4,1/4,1/2)$, in which components 0 and 1 attract each other with molar energy $-10\,x_0x_1$ in units of $RT$ and the other two pairs mix ideally. Enrich it in both components at the expense of component 2, along $(1,1,-2)$. The ideal entropy of mixing resists this with curvature

$$\frac{1^2}{1/4}+\frac{1^2}{1/4}+\frac{(-2)^2}{1/2}=16,$$

while the attraction contributes $-2\cdot 10\cdot 1\cdot 1=-20$. The total is $-4$, so the mixture is unstable to small composition fluctuations.

In the binary mixture of 0 and 1, one component can increase only if the other decreases. The direction is then $(1,-1,0)$, and the same attraction contributes $+20$. It stabilises the binary and destabilises the ternary, because a third component allows the attracting pair to gather in one phase.

```lean
import Mathlib

open Finset

namespace TernaryDemixing

noncomputable section
```

## The free energy and its derivatives along a line

For a general attraction $a$, the molar free energy of mixing in units of $RT$ is

$$G_a(x)=-a\,x_0x_1+\sum_{i=0}^{2}x_i\log x_i .$$

This is a regular solution with a single interaction parameter. The constant $a$ is postulated: it stands for the net energy gained by 0–1 contacts, relative to $RT$, in a mean-field description. The other two pairs mix ideally.

A composition is a function `Fin 3 → ℝ`. The type does not force the fractions to be positive or to sum to one; the theorems impose this where they need it.

```lean
/-- Molar free energy of mixing, in units of `RT`, of a ternary mixture in which
components 0 and 1 interact with the energy `-a x₀ x₁`. -/
def freeEnergy (a : ℝ) (x : Fin 3 → ℝ) : ℝ :=
  -a * x 0 * x 1 + ∑ i, x i * Real.log (x i)
```

Move along the line $x+sv$. At $s=0$ the product rule gives $-a(v_0x_1+x_0v_1)$ for the interaction and $v_i(\log x_i+1)$ for each entropy term. The slope is therefore

$$D_vG_a(x)=-a(v_0x_1+x_0v_1)+\sum_i v_i(\log x_i+1).$$

```lean
/-- Rate of change of the free energy at composition `x` in the direction `v`. -/
def directionalSlope (a : ℝ) (x v : Fin 3 → ℝ) : ℝ :=
  -a * (v 0 * x 1 + x 0 * v 1) + ∑ i, v i * (Real.log (x i) + 1)
```

Differentiating once more, each of the two interaction terms gives $-a\,v_0v_1$, and $\log x_i$ gives $v_i/x_i$:

$$D_v^2G_a(x)=-2a\,v_0v_1+\sum_i\frac{v_i^2}{x_i}.$$

```lean
/-- Curvature of the free energy at composition `x` in the direction `v`. -/
def curvature (a : ℝ) (x v : Fin 3 → ℝ) : ℝ :=
  -2 * a * v 0 * v 1 + ∑ i, v i ^ 2 / x i
```

For explicit fractions $(p,q,r)$ the sum is written out term by term.

```lean
/-- The free energy written out for three given mole fractions. -/
theorem freeEnergy_vec (a p q r : ℝ) :
    freeEnergy a ![p, q, r] =
      -a * p * q + (p * Real.log p + q * Real.log q + r * Real.log r) := by
  simp [freeEnergy, Fin.sum_univ_three]
```

The slope and curvature were introduced as formulas, so their meaning has to be proved. The next theorem states that, when all $x_i>0$, the first formula is the derivative of $G_a(x+sv)$ at $s=0$, and the second is the derivative of the slope along the same line. Since the first part holds at every interior composition, including the nearby points of the line, the curvature is the ordinary second derivative.

In the proof, `hl` differentiates $x_i+sv_i$, `hlog` applies the chain rule to its logarithm, and `hc` is the cancellation $x_i\cdot(v_i/x_i)=v_i$.

```lean
/-- At a composition with all components present, `directionalSlope` is the first
derivative of the free energy along a line, and `curvature` is the derivative of that slope. -/
theorem hasDerivAt_along_line (a : ℝ) (x v : Fin 3 → ℝ) (hx : ∀ i, 0 < x i) :
    HasDerivAt (fun s : ℝ => freeEnergy a (x + s • v)) (directionalSlope a x v) 0 ∧
    HasDerivAt (fun s : ℝ => directionalSlope a (x + s • v) v) (curvature a x v) 0 := by
  have hl : ∀ i, HasDerivAt (fun s : ℝ => x i + s * v i) (v i) 0 := fun i =>
    (((hasDerivAt_id' (0 : ℝ)).mul_const (v i)).const_add (x i)).congr_deriv (one_mul _)
  have hlog : ∀ i, HasDerivAt (fun s : ℝ => Real.log (x i + s * v i))
      (v i / (x i + 0 * v i)) 0 := fun i =>
    (hl i).log (by simpa using (hx i).ne')
  have hc : ∀ i, x i * (v i / x i) = v i := by
    intro i
    have := (hx i).ne'
    field_simp
  constructor
  · -- product rule for the interaction and for each entropy term
    have hmix := ((hl 0).const_mul (-a)).fun_mul (hl 1)
    have hsum := HasDerivAt.fun_sum
      (fun i (_ : i ∈ (Finset.univ : Finset (Fin 3))) => (hl i).fun_mul (hlog i))
    refine (hmix.fun_add hsum).congr_deriv ?_
    simp only [directionalSlope, zero_mul, add_zero, Fin.sum_univ_three, hc]
    ring
  · have hmix := (((hl 1).const_mul (v 0)).fun_add ((hl 0).mul_const (v 1))).const_mul (-a)
    have hsum := HasDerivAt.fun_sum
      (fun i (_ : i ∈ (Finset.univ : Finset (Fin 3))) =>
        ((hlog i).add_const 1).const_mul (v i))
    refine (hmix.fun_add hsum).congr_deriv ?_
    simp only [curvature, zero_mul, add_zero, Fin.sum_univ_three]
    ring
```

## Every binary edge is strictly convex

A binary with attraction $c\ge 0$ has

$$g(t)=t\log t+(1-t)\log(1-t)-c\,t(1-t).$$

Inside the interval, $g''(t)=1/t+1/(1-t)+2c>0$. To include the pure components, use the definition of strict convexity directly. Let $s\ne t$ lie in $[0,1]$ and let $0<p<1$. The function $t\log t$ is strictly convex on $[0,\infty)$, so both entropy terms lie strictly below their chords. For the interaction $f(t)=-c\,t(1-t)$,

$$p f(s)+(1-p)f(t)-f\bigl(ps+(1-p)t\bigr)=c\,p(1-p)(s-t)^2\ge 0 .$$

Adding the three contributions gives strict convexity of $g$. In the code, `h1` and `h2` are the two entropy inequalities and `h3` is the nonnegative gap; `nlinarith` adds them.

```lean
/-- A binary regular solution with attraction `c ≥ 0` between unlike components has a
strictly convex free energy over the whole composition range. -/
theorem binary_strictConvex (c : ℝ) (hc : 0 ≤ c) :
    StrictConvexOn ℝ (Set.Icc 0 1) (fun t : ℝ =>
      t * Real.log t + (1 - t) * Real.log (1 - t) - c * (t * (1 - t))) := by
  refine ⟨convex_Icc 0 1, ?_⟩
  intro s hs t ht hst p q hp hq hpq
  obtain rfl : q = 1 - p := by linarith
  have hs' : (0 : ℝ) ≤ 1 - s := by linarith [hs.2]
  have ht' : (0 : ℝ) ≤ 1 - t := by linarith [ht.2]
  have hne : 1 - s ≠ 1 - t := fun h => hst (by linarith)
  -- strict convexity of the entropy of each component
  have h1 := Real.strictConvexOn_mul_log.2 (Set.mem_Ici.2 hs.1) (Set.mem_Ici.2 ht.1)
    hst hp hq hpq
  have h2 := Real.strictConvexOn_mul_log.2 (Set.mem_Ici.2 hs') (Set.mem_Ici.2 ht')
    hne hp hq hpq
  have h3 : 0 ≤ c * (p * (1 - p) * (s - t) ^ 2) :=
    mul_nonneg hc (mul_nonneg (mul_nonneg hp.le hq.le) (sq_nonneg _))
  have e : p * (1 - s) + (1 - p) * (1 - t) = 1 - (p * s + (1 - p) * t) := by ring
  simp only [smul_eq_mul] at h1 h2 ⊢
  rw [e] at h2
  nlinarith [h1, h2, h3]
```

The three edges of the composition triangle are instances of this binary: the 0–1 edge has $c=a$, and the other two have $c=0$. The absent component contributes $0\log 0$, which Lean evaluates as $0$, in agreement with the limit. Hence all three binaries are miscible in all proportions for every $a\ge 0$, however strong the attraction.

```lean
/-- For every attraction `a ≥ 0`, the free energy is strictly convex on each of the three
binary edges of the composition triangle. -/
theorem edges_strictConvex (a : ℝ) (ha : 0 ≤ a) :
    StrictConvexOn ℝ (Set.Icc 0 1) (fun t : ℝ => freeEnergy a ![t, 1 - t, 0]) ∧
    StrictConvexOn ℝ (Set.Icc 0 1) (fun t : ℝ => freeEnergy a ![t, 0, 1 - t]) ∧
    StrictConvexOn ℝ (Set.Icc 0 1) (fun t : ℝ => freeEnergy a ![0, t, 1 - t]) := by
  have e1 : (fun t : ℝ => freeEnergy a ![t, 1 - t, 0]) = (fun t : ℝ =>
      t * Real.log t + (1 - t) * Real.log (1 - t) - a * (t * (1 - t))) := by
    funext t
    rw [freeEnergy_vec]
    ring
  have e2 : (fun t : ℝ => freeEnergy a ![t, 0, 1 - t]) = (fun t : ℝ =>
      t * Real.log t + (1 - t) * Real.log (1 - t) - 0 * (t * (1 - t))) := by
    funext t
    rw [freeEnergy_vec]
    ring
  have e3 : (fun t : ℝ => freeEnergy a ![0, t, 1 - t]) = (fun t : ℝ =>
      t * Real.log t + (1 - t) * Real.log (1 - t) - 0 * (t * (1 - t))) := by
    funext t
    rw [freeEnergy_vec]
    ring
  rw [e1, e2, e3]
  exact ⟨binary_strictConvex a ha, binary_strictConvex 0 le_rfl, binary_strictConvex 0 le_rfl⟩
```

## Stability is lost when the attraction exceeds 8

For general $a$, the calculation at the start gives

$$D_v^2G_a=16-2a\qquad\text{at }x=(1/4,1/4,1/2),\quad v=(1,1,-2).$$

```lean
/-- At the composition (1/4, 1/4, 1/2), the curvature along (1, 1, -2) is `16 - 2a`. -/
theorem curvature_at_quarter (a : ℝ) :
    curvature a ![1/4, 1/4, 1/2] ![1, 1, -2] = 16 - 2 * a := by
  unfold curvature
  rw [Fin.sum_univ_three]
  show -2 * a * 1 * 1 + ((1:ℝ) ^ 2 / (1/4) + (1:ℝ) ^ 2 / (1/4) + (-2:ℝ) ^ 2 / (1/2))
    = 16 - 2 * a
  ring
```

This is negative once $a>8$. Conversely, when $0\le a\le 8$, no interior composition has negative curvature in any direction with $\sum_i v_i=0$. To see this, expand $(v_i-mx_i)^2\ge 0$ and divide by $x_i>0$:

$$\frac{v_i^2}{x_i}\ge 2v_im-m^2x_i\qquad\text{for every real } m .$$

Put $w=v_0+v_1$, so that $v_2=-w$. Choose $m=2w$ for components 0 and 1, and $m=-2w$ for component 2. Summing, with $\sum_i x_i=1$,

$$\sum_i\frac{v_i^2}{x_i}\ge 4w(v_0+v_1)-4wv_2-4w^2=4w^2 .$$

Since $4v_0v_1=w^2-(v_0-v_1)^2$, the curvature satisfies

$$D_v^2G_a(x)\ge 4w^2-2a\,v_0v_1=\Bigl(4-\frac a2\Bigr)w^2+\frac a2(v_0-v_1)^2\ge 0 .$$

The theorem says that, for $a\ge 0$, the curvature is nonnegative at all interior compositions and in all directions with $\sum_i v_i=0$ if and only if $a\le 8$. Stability here includes the marginal case: at $a=8$ the curvature at $(1/4,1/4,1/2)$ along $(1,1,-2)$ is exactly zero. In the proof, `key` is the tangent bound, `hent` the entropic estimate $4w^2$, and `p1` and `p2` are the two final nonnegative terms.

The condition $\sum_i v_i=0$ is easily forgotten, because the curvature formula makes sense without it. Omitting it changes the threshold. Along $(1,1,0)$, which adds material without removing any, the curvature tends to $4-2a$ as $x_0=x_1$ approaches $1/2$, so the statement would already fail for every $a>2$.

```lean
/-- For an attraction `a ≥ 0`, the curvature is nonnegative at every interior ternary
composition and in every direction conserving total amount exactly when `a ≤ 8`. -/
theorem locally_stable_iff (a : ℝ) (ha : 0 ≤ a) :
    (∀ x v : Fin 3 → ℝ, (∀ i, 0 < x i) → ∑ i, x i = 1 → ∑ i, v i = 0 →
      0 ≤ curvature a x v) ↔ a ≤ 8 := by
  constructor
  · intro h
    have h' := h ![1/4, 1/4, 1/2] ![1, 1, -2]
      (by intro i; fin_cases i <;> norm_num)
      (by
        rw [Fin.sum_univ_three]
        show (1/4 : ℝ) + 1/4 + 1/2 = 1
        norm_num)
      (by
        rw [Fin.sum_univ_three]
        show (1 : ℝ) + 1 + (-2) = 0
        norm_num)
    rw [curvature_at_quarter] at h'
    linarith
  · intro h8 x v hx hsx hsv
    -- each entropic term lies above its tangent lines
    have key : ∀ i m, 2 * v i * m - m ^ 2 * x i ≤ v i ^ 2 / x i := by
      intro i m
      rw [le_div_iff₀ (hx i)]
      nlinarith [sq_nonneg (v i - m * x i)]
    rw [Fin.sum_univ_three] at hsx hsv
    have k0 := key 0 (2 * (v 0 + v 1))
    have k1 := key 1 (2 * (v 0 + v 1))
    have k2 := key 2 (-(2 * (v 0 + v 1)))
    have hv : v 2 = -(v 0 + v 1) := by linarith
    have hx2 : x 2 = 1 - x 0 - x 1 := by linarith
    have hent : 4 * (v 0 + v 1) ^ 2 ≤
        v 0 ^ 2 / x 0 + v 1 ^ 2 / x 1 + v 2 ^ 2 / x 2 := by
      refine le_trans (le_of_eq ?_) (add_le_add (add_le_add k0 k1) k2)
      rw [hv, hx2]
      ring
    -- the entropic curvature outweighs the attraction
    have p1 : 0 ≤ (4 - a / 2) * (v 0 + v 1) ^ 2 :=
      mul_nonneg (by linarith) (sq_nonneg _)
    have p2 : 0 ≤ a / 2 * (v 0 - v 1) ^ 2 := mul_nonneg (by linarith) (sq_nonneg _)
    unfold curvature
    rw [Fin.sum_univ_three]
    linarith
```

## A split into two phases that lowers the free energy

Negative curvature concerns infinitesimal fluctuations. A finite separation can be exhibited as well: at $a=10$, divide the mixture into equal amounts of $(3/8,3/8,1/4)$ and $(1/8,1/8,3/4)$, whose average is $(1/4,1/4,1/2)$.

The interaction energy changes from $-10/16=-5/8$ to

$$-\frac{10}{2}\left(\frac{9}{64}+\frac{1}{64}\right)=-\frac{25}{32},$$

a gain of $5/32$. The entropy term $\sum_i x_i\log x_i$ rises from $-\tfrac32\log 2$ to $\tfrac34\log 3-\tfrac52\log 2$. Its cost is

$$\frac34\log 3-\log 2=\frac14\left(\log\frac32+\log\frac98\right)<\frac14\left(\frac12+\frac18\right)=\frac5{32},$$

by $\log y<y-1$ for positive $y\neq1$. The cost is smaller than the gain, so the split lowers the free energy.

In the code, `b1` and `b2` are the two logarithm bounds. The remaining rewriting expresses every logarithm through $\log 2$ and $\log 3$, after which the inequality is linear.

```lean
/-- At `a = 10`, splitting the mixture (1/4, 1/4, 1/2) into equal amounts of
(3/8, 3/8, 1/4) and (1/8, 1/8, 3/4) lowers the free energy. -/
theorem phase_split_lowers_energy :
    1/2 * freeEnergy 10 ![3/8, 3/8, 1/4] + 1/2 * freeEnergy 10 ![1/8, 1/8, 3/4]
      < freeEnergy 10 ![1/4, 1/4, 1/2] := by
  have ld : ∀ p q : ℝ, 0 < p → 0 < q → Real.log (p / q) = Real.log p - Real.log q :=
    fun p q hp hq => Real.log_div hp.ne' hq.ne'
  have l4 : Real.log 4 = 2 * Real.log 2 := by
    rw [show (4:ℝ) = 2 ^ 2 by norm_num, Real.log_pow]
    norm_num
  have l8 : Real.log 8 = 3 * Real.log 2 := by
    rw [show (8:ℝ) = 2 ^ 3 by norm_num, Real.log_pow]
    norm_num
  have l9 : Real.log 9 = 2 * Real.log 3 := by
    rw [show (9:ℝ) = 3 ^ 2 by norm_num, Real.log_pow]
    norm_num
  -- two elementary logarithm bounds suffice
  have b1 := Real.log_lt_sub_one_of_pos (show (0:ℝ) < 3 / 2 by norm_num) (by norm_num)
  have b2 := Real.log_lt_sub_one_of_pos (show (0:ℝ) < 9 / 8 by norm_num) (by norm_num)
  rw [ld 3 2 (by norm_num) (by norm_num)] at b1
  rw [ld 9 8 (by norm_num) (by norm_num), l9, l8] at b2
  rw [freeEnergy_vec, freeEnergy_vec, freeEnergy_vec,
    ld 3 8 (by norm_num) (by norm_num), ld 1 4 (by norm_num) (by norm_num),
    ld 1 8 (by norm_num) (by norm_num), ld 3 4 (by norm_num) (by norm_num),
    ld 1 2 (by norm_num) (by norm_num), l4, l8, Real.log_one]
  linarith
```

## Miscible binaries with a demixing ternary

The final theorem collects the facts at $a=10$: strict convexity on the three closed edges, curvature $-4$ at $(1/4,1/4,1/2)$ along $(1,1,-2)$, and the lower free energy of the two-phase state. The two phases show that the homogeneous mixture is not the equilibrium state; they need not be the coexisting equilibrium phases, which would require a common tangent plane.

For phase-diagram calculations, this one-parameter mean-field model shows that checking the binary subsystems for miscibility does not establish the stability of the ternary. Real mixtures may also have composition-dependent interactions, size differences or competing crystal structures, all of which are absent here.

```lean
/-- At `a = 10` all three binary edges have strictly convex free energies, yet the ternary
mixture (1/4, 1/4, 1/2) has curvature -4 along (1, 1, -2) and lowers its free energy
by splitting into two ternary phases. -/
theorem miscible_binaries_unstable_ternary :
    (StrictConvexOn ℝ (Set.Icc 0 1) (fun t : ℝ => freeEnergy 10 ![t, 1 - t, 0]) ∧
     StrictConvexOn ℝ (Set.Icc 0 1) (fun t : ℝ => freeEnergy 10 ![t, 0, 1 - t]) ∧
     StrictConvexOn ℝ (Set.Icc 0 1) (fun t : ℝ => freeEnergy 10 ![0, t, 1 - t])) ∧
    curvature 10 ![1/4, 1/4, 1/2] ![1, 1, -2] = -4 ∧
    1/2 * freeEnergy 10 ![3/8, 3/8, 1/4] + 1/2 * freeEnergy 10 ![1/8, 1/8, 3/4]
      < freeEnergy 10 ![1/4, 1/4, 1/2] := by
  refine ⟨edges_strictConvex 10 (by norm_num), ?_, phase_split_lowers_energy⟩
  rw [curvature_at_quarter]
  norm_num

end

end TernaryDemixing
```

```lean
#print axioms TernaryDemixing.hasDerivAt_along_line
-- 'TernaryDemixing.hasDerivAt_along_line' depends on axioms: [propext, Classical.choice, Quot.sound]
#print axioms TernaryDemixing.locally_stable_iff
-- 'TernaryDemixing.locally_stable_iff' depends on axioms: [propext, Classical.choice, Quot.sound]
#print axioms TernaryDemixing.miscible_binaries_unstable_ternary
-- 'TernaryDemixing.miscible_binaries_unstable_ternary' depends on axioms: [propext, Classical.choice, Quot.sound]
```
